# Adding the ω₁-reversed echo spectrum to the antiecho spectrum cancels the phase twist of an exponentially decaying signal

To get an absorption-mode two-dimensional NMR spectrum from separately simulated echo and antiecho signals, a code can transform both signals, reverse the ω₁ axis of the echo spectrum, and add the real parts. For one peak with exponential decay in both time dimensions, zero phase at time zero, and the same amplitude and decay rates in both pathways, this sum is a positive product of two Lorentzians. The real part of the antiecho spectrum alone has negative regions, and their boundary is known exactly.

## The sign boundary and the absorption sum

Let R₁ > 0 and R₂ > 0 be the decay rates of the signal during t₁ and t₂. Both are rates of decay of coherence; in particular, R₁ is not the longitudinal relaxation rate that often carries this symbol. For a decay rate R > 0 and an offset x from resonance, define the complex line

L_R(x) = ∫₀^∞ exp(−(R + ix)t) dt.

With x the offset in the first frequency dimension and y the offset in the second, the real part of a single-pathway peak satisfies

Re(L_R₁(x) L_R₂(y)) < 0 exactly when xy > R₁R₂.

This is the phase twist: the peak is negative in two opposite quadrants, beyond the two branches of a hyperbola. Adding the peak with x mirrored gives

Re(L_R₁(x) L_R₂(y)) + Re(L_R₁(−x) L_R₂(y)) = 2R₁R₂ / ((R₁² + x²)(R₂² + y²)).

The right-hand side is positive for all real x and y. With R₁ = R₂ = R, the boundary becomes xy = R² and the numerator becomes 2R².

## Recombination in a spectrum code

Suppose that `s_anti` and `s_echo` are complex arrays with t₁ along axis 0 and t₂ along axis 1, sampled from time zero in steps `dt1` and `dt2`. In NumPy the recombination reads:

```python
A = np.fft.fft2(w * s_anti) * dt1 * dt2
E = np.fft.fft2(w * s_echo) * dt1 * dt2
E_rev = np.roll(E[::-1, :], 1, axis=0)
absorption = A.real + E_rev.real
```

The real array `w` halves the first row and the first column, so its corner entry is 1/4. This is the trapezoidal weight at time zero; the signal is assumed to have decayed by the last sample.

The `np.roll` matters. In the unshifted order of the discrete transform, the frequency opposite to index m has index −m modulo the array length. A plain flip sends m to N − 1 − m, where N is the length of axis 0, and so misplaces the echo peak by one point. The dispersive parts then no longer cancel.

Two values are convenient for checking an implementation with fine sampling and a fully decayed signal of unit amplitude and zero initial phase. The test frequencies must be chosen so that the stated offsets fall on grid points. At the peak centre the sum is 2/(R₁R₂), twice the antiecho value. For equal rates R and offsets x = y = 2R, the antiecho contributes −3/(25R²), the reversed echo contributes 5/(25R²), and the sum is 2/(25R²).

## From the decay integral to the two spectra

The integrand of L_R(x) has the antiderivative −exp(−(R + ix)t)/(R + ix). Its modulus is proportional to exp(−Rt), so the upper limit contributes nothing, and

L_R(x) = 1/(R + ix) = (R − ix)/(R² + x²).

The real and imaginary parts are the absorption and dispersion lines:

Re L_R(x) = R/(R² + x²)

Im L_R(x) = −x/(R² + x²).

The real part of a product is the product of the real parts minus the product of the imaginary parts. Here the latter product has numerator (−x)(−y) = xy, so

Re(L_R₁(x) L_R₂(y)) = (R₁R₂ − xy) / ((R₁² + x²)(R₂² + y²)).

The denominator is positive, so the sign is that of R₁R₂ − xy. This gives the boundary.

Replacing x by −x leaves the denominator unchanged and turns the numerator into R₁R₂ + xy. The two numerators add up to

(R₁R₂ − xy) + (R₁R₂ + xy) = 2R₁R₂.

The products of dispersion lines have cancelled, and twice the product of the absorption lines remains.

It remains to show that the two spectra supply these two terms. Let Ω₁ and Ω₂ be the precession frequencies in the two periods, and let σ = 1 for the antiecho and σ = −1 for the echo. The signal of one pathway is

s_σ(t₁, t₂) = exp((iσΩ₁ − R₁)t₁) exp((iΩ₂ − R₂)t₂).

Multiplying by the Fourier kernel exp(−i(ω₁t₁ + ω₂t₂)) gives

exp(−(R₁ + i(ω₁ − σΩ₁))t₁) exp(−(R₂ + i(ω₂ − Ω₂))t₂).

One factor depends only on t₁ and the other only on t₂. The double integral is therefore a product of two lines:

S_σ(ω₁, ω₂) = L_R₁(ω₁ − σΩ₁) L_R₂(ω₂ − Ω₂).

Set x = ω₁ − Ω₁ and y = ω₂ − Ω₂. The antiecho spectrum at (ω₁, ω₂) is L_R₁(x) L_R₂(y). The echo spectrum, read at −ω₁, has first offset −ω₁ + Ω₁ = −x, so its value is L_R₁(−x) L_R₂(y). Reversing the axis thus brings the echo peak to the antiecho position with its first offset mirrored, which is what the cancellation needs.

## The Lean file

```lean
import Mathlib

open Complex

namespace EchoAntiecho

noncomputable section

/-- The one-dimensional complex line at offset `x` from resonance: the half-line Fourier
integral of a signal decaying at rate `R`, for `R > 0`. -/
def line (R x : ℝ) : ℂ :=
  ∫ t in Set.Ioi (0 : ℝ), Complex.exp (-((R : ℂ) + (x : ℂ) * I) * (t : ℂ))

/-- The two-dimensional time signal of one coherence pathway, precessing at `σ * Ω₁` during `t₁`
and at `Ω₂` during `t₂`; `σ = 1` is the antiecho and `σ = -1` the echo pathway. -/
def pathwaySignal (σ Ω₁ Ω₂ R₁ R₂ t₁ t₂ : ℝ) : ℂ :=
  Complex.exp (((σ : ℂ) * Ω₁ * I - R₁) * t₁) * Complex.exp (((Ω₂ : ℂ) * I - R₂) * t₂)

/-- The two-dimensional spectrum of a time signal `s`: Fourier integration over positive
`t₂` and then over positive `t₁`. -/
def spectrum2D (s : ℝ → ℝ → ℂ) (ω₁ ω₂ : ℝ) : ℂ :=
  ∫ t₁ in Set.Ioi (0 : ℝ), ∫ t₂ in Set.Ioi (0 : ℝ),
    s t₁ t₂ * Complex.exp (-((ω₁ : ℂ) * t₁ + (ω₂ : ℂ) * t₂) * I)

/-- A decaying signal has the complex Lorentzian line `1 / (R + i x)`. -/
theorem line_eq {R : ℝ} (hR : 0 < R) (x : ℝ) :
    line R x = 1 / ((R : ℂ) + (x : ℂ) * I) := by
  have h : (-((R : ℂ) + (x : ℂ) * I)).re < 0 := by simp [hR]
  unfold line
  rw [integral_exp_mul_complex_Ioi h 0, Complex.ofReal_zero, mul_zero, Complex.exp_zero,
    neg_div_neg_eq]

/-- The real part of the line is the absorption Lorentzian. -/
theorem line_re {R : ℝ} (hR : 0 < R) (x : ℝ) : (line R x).re = R / (R ^ 2 + x ^ 2) := by
  rw [line_eq hR, one_div, Complex.inv_re]
  simp [Complex.normSq_apply, pow_two]

/-- The imaginary part of the line is the dispersion Lorentzian. -/
theorem line_im {R : ℝ} (hR : 0 < R) (x : ℝ) : (line R x).im = -x / (R ^ 2 + x ^ 2) := by
  rw [line_eq hR, one_div, Complex.inv_im]
  simp [Complex.normSq_apply, pow_two]

/-- The phase-twist lineshape: the real part of a product of two complex lines. -/
theorem phase_twist {R₁ R₂ : ℝ} (h₁ : 0 < R₁) (h₂ : 0 < R₂) (x y : ℝ) :
    (line R₁ x * line R₂ y).re
      = (R₁ * R₂ - x * y) / ((R₁ ^ 2 + x ^ 2) * (R₂ ^ 2 + y ^ 2)) := by
  rw [Complex.mul_re, line_re h₁, line_re h₂, line_im h₁, line_im h₂,
    div_mul_div_comm, div_mul_div_comm, ← sub_div]
  congr 1
  ring

/-- The phase-twist lineshape is negative exactly where the product of the two offsets exceeds
the product of the two decay rates. -/
theorem phase_twist_neg_iff {R₁ R₂ : ℝ} (h₁ : 0 < R₁) (h₂ : 0 < R₂) (x y : ℝ) :
    (line R₁ x * line R₂ y).re < 0 ↔ R₁ * R₂ < x * y := by
  have hpos : 0 < (R₁ ^ 2 + x ^ 2) * (R₂ ^ 2 + y ^ 2) := by positivity
  rw [phase_twist h₁ h₂, div_lt_iff₀ hpos, zero_mul]
  constructor <;> intro h <;> linarith

/-- The real part of the two-dimensional lineshape, added to the real part of the same lineshape
mirrored in the first offset, is twice the product of the two absorption lines. -/
theorem add_mirror_eq_absorption {R₁ R₂ : ℝ} (h₁ : 0 < R₁) (h₂ : 0 < R₂) (x y : ℝ) :
    (line R₁ x * line R₂ y).re + (line R₁ (-x) * line R₂ y).re
      = 2 * (line R₁ x).re * (line R₂ y).re := by
  -- the two products of dispersion lines have opposite signs
  simp only [Complex.mul_re, line_re h₁, line_re h₂, line_im h₁, line_im h₂]
  ring

/-- The spectrum of a single coherence pathway is a product of two complex Lorentzians, centred
at `σ * Ω₁` and `Ω₂`. -/
theorem spectrum_pathway {R₁ R₂ : ℝ} (h₁ : 0 < R₁) (h₂ : 0 < R₂) (σ Ω₁ Ω₂ ω₁ ω₂ : ℝ) :
    spectrum2D (pathwaySignal σ Ω₁ Ω₂ R₁ R₂) ω₁ ω₂
      = 1 / ((R₁ : ℂ) + ((ω₁ - σ * Ω₁ : ℝ) : ℂ) * I)
        * (1 / ((R₂ : ℂ) + ((ω₂ - Ω₂ : ℝ) : ℂ) * I)) := by
  -- the integrand separates into a function of `t₁` times a function of `t₂`
  have h : ∀ t₁ t₂ : ℝ,
      Complex.exp (((σ : ℂ) * Ω₁ * I - R₁) * t₁) * Complex.exp (((Ω₂ : ℂ) * I - R₂) * t₂)
        * Complex.exp (-((ω₁ : ℂ) * t₁ + (ω₂ : ℂ) * t₂) * I)
      = Complex.exp (-((R₁ : ℂ) + ((ω₁ - σ * Ω₁ : ℝ) : ℂ) * I) * (t₁ : ℂ))
        * Complex.exp (-((R₂ : ℂ) + ((ω₂ - Ω₂ : ℝ) : ℂ) * I) * (t₂ : ℂ)) := by
    intro t₁ t₂
    simp only [← Complex.exp_add]
    congr 1
    push_cast
    ring
  unfold spectrum2D pathwaySignal
  simp only [h, MeasureTheory.integral_const_mul, MeasureTheory.integral_mul_const]
  rw [← line_eq h₁, ← line_eq h₂]
  rfl

/-- The real antiecho spectrum is negative exactly where the product of offsets exceeds `R₁ * R₂`;
adding the real part of the echo spectrum, reversed in `ω₁`, gives twice the product of two
absorption Lorentzians, which is positive. -/
theorem echo_antiecho_spectrum {R₁ R₂ : ℝ} (h₁ : 0 < R₁) (h₂ : 0 < R₂) (Ω₁ Ω₂ ω₁ ω₂ : ℝ) :
    let antiecho := spectrum2D (pathwaySignal 1 Ω₁ Ω₂ R₁ R₂) ω₁ ω₂
    let echo := spectrum2D (pathwaySignal (-1) Ω₁ Ω₂ R₁ R₂) (-ω₁) ω₂
    (antiecho.re < 0 ↔ R₁ * R₂ < (ω₁ - Ω₁) * (ω₂ - Ω₂)) ∧
    antiecho.re + echo.re
      = 2 * R₁ * R₂ / ((R₁ ^ 2 + (ω₁ - Ω₁) ^ 2) * (R₂ ^ 2 + (ω₂ - Ω₂) ^ 2)) ∧
    0 < antiecho.re + echo.re := by
  intro antiecho echo
  have hA : antiecho = line R₁ (ω₁ - Ω₁) * line R₂ (ω₂ - Ω₂) := by
    change spectrum2D (pathwaySignal 1 Ω₁ Ω₂ R₁ R₂) ω₁ ω₂ = _
    rw [spectrum_pathway h₁ h₂, line_eq h₁, line_eq h₂, one_mul]
  -- reversing the frequency axis brings the echo peak to the same place, with mirrored offset
  have hE : echo = line R₁ (-(ω₁ - Ω₁)) * line R₂ (ω₂ - Ω₂) := by
    change spectrum2D (pathwaySignal (-1) Ω₁ Ω₂ R₁ R₂) (-ω₁) ω₂ = _
    rw [spectrum_pathway h₁ h₂, line_eq h₁, line_eq h₂,
      show -ω₁ - -1 * Ω₁ = -(ω₁ - Ω₁) by ring]
  have hsum : antiecho.re + echo.re
      = 2 * R₁ * R₂ / ((R₁ ^ 2 + (ω₁ - Ω₁) ^ 2) * (R₂ ^ 2 + (ω₂ - Ω₂) ^ 2)) := by
    rw [hA, hE, add_mirror_eq_absorption h₁ h₂, line_re h₁, line_re h₂,
      mul_assoc 2 (R₁ / _), div_mul_div_comm, ← mul_div_assoc, ← mul_assoc 2 R₁ R₂]
  refine ⟨?_, hsum, ?_⟩
  · rw [hA]
    exact phase_twist_neg_iff h₁ h₂ _ _
  · rw [hsum]
    positivity

end

end EchoAntiecho
```

```lean
#print axioms EchoAntiecho.echo_antiecho_spectrum
```

```
'EchoAntiecho.echo_antiecho_spectrum' depends on axioms: [propext, Classical.choice, Quot.sound]
```

## The theorem about the two spectra

The final theorem, `echo_antiecho_spectrum`, takes positive real rates `R₁` and `R₂` and arbitrary real frequencies `Ω₁`, `Ω₂`, `ω₁` and `ω₂`. Its hypotheses `h₁` and `h₂` state that the signal decays in each time dimension.

The theorem names two complex numbers. `antiecho` is the spectrum of the σ = 1 signal at (ω₁, ω₂), and `echo` is the spectrum of the σ = −1 signal at (−ω₁, ω₂). The axis reversal is thus the argument `-ω₁`. Three statements follow:

1. The real part of `antiecho` is negative exactly when the product of the two offsets exceeds `R₁ * R₂`.
2. The sum of the two real parts equals the double Lorentzian given above.
3. This sum is positive.

The physical model is in the definitions. `pathwaySignal` is the time signal of one coherence pathway, with unit amplitude and zero phase at time zero. `spectrum2D` integrates over positive t₂ first and then over positive t₁, with the kernel exp(−i(ω₁t₁ + ω₂t₂)) and no normalising factor. All frequencies are angular. `line` is L_R(x), defined as the integral itself, and its closed form is proved.

These definitions also fix the signs: positive σ is called the antiecho, and a factor exp(iΩt) in the signal gives a peak at ω = Ω. A code with the opposite Fourier sign or the opposite pathway names has to translate before comparing formulas.

## How the proof follows the calculation

`line_eq` evaluates the decay integral. Its first step shows that the exponent's coefficient has negative real part, which is the convergence condition. Mathlib's `integral_exp_mul_complex_Ioi` then supplies the integral from zero, and the remaining rewrites simplify it to 1/(R + ix). `line_re` and `line_im` read off the absorption and dispersion parts from the formulas for the real and imaginary parts of a complex inverse.

`phase_twist` expands the real part of the product with `Complex.mul_re`, inserts the four line formulas and puts the result over one denominator; `ring` settles the numerator. `phase_twist_neg_iff` proves that denominator positive, multiplies the inequality by it, and leaves a linear comparison to `linarith`.

`add_mirror_eq_absorption` carries out the cancellation. After the real and imaginary parts are inserted, `ring` recognises that x² is unchanged under reflection while the dispersion products have opposite signs.

`spectrum_pathway` does the Fourier step. The local statement `h` combines the exponentials and regroups the exponent into a t₁ part and a t₂ part. `MeasureTheory.integral_const_mul` takes the t₁ factor out of the inner integral, and `MeasureTheory.integral_mul_const` takes the resulting t₂ integral out of the outer one. Since the spectrum is defined as an iterated integral, the order of integration never has to be exchanged.

In the final theorem, `hA` and `hE` write the two spectra as products of lines; the `ring` step inside `hE` is the identity −ω₁ + Ω₁ = −(ω₁ − Ω₁). `hsum` applies the mirror identity and gathers the fractions. The sign criterion then comes from `phase_twist_neg_iff`, and `positivity` proves that the sum is positive.

## Ideal decay, equal amplitudes and sampled data

The result applies to one peak with exponential decay, where both pathways have zero phase at time zero and the same amplitude and decay rates. A phase shared by both pathways has to be corrected before the real parts are added. The pathway signals are the starting point: they are not derived from a density operator, a pulse sequence or gradient selection. Other decay shapes, noise and antiphase multiplets are not treated.

Equal amplitudes matter in practice. If the antiecho has positive amplitude a and the echo has positive amplitude b, the numerator of the sum is

(a + b)R₁R₂ − (a − b)xy.

A mismatch therefore leaves a dispersive residue proportional to a − b, and the peak shows a weakened twist. A mixing pulse with a flip angle other than 90° can produce such a mismatch.

The theorem is about continuous integrals over infinite half-lines, so the array code above needs its own argument. For finite sums with real weights, reversing the offset still conjugates the one-dimensional line, and the dispersive products still cancel on the frequency grid. Positivity is less robust: truncating a signal before it has decayed can make the absorption line itself oscillate below zero. Negative lobes in a recombined spectrum can therefore come from truncation even when the pathways have been combined correctly.
